# The plasmon formula for one RPA excitation has no first-order term in the coupling

An electron is promoted from an occupied to an empty orbital at a bare energy cost \(D\). The Coulomb interaction couples this excitation to itself and, in the random-phase approximation (RPA), to the corresponding de-excitation. The excitation energy moves from \(D\) to a new value \(\Omega\), and half of such a shift looks like a change in zero-point energy. How much of it is correlation energy? The correlation energy relative to a fixed Hartree–Fock reference starts at second order in the interaction, whereas half the shift from \(D\) already has a first-order part.

## Two subtractions, two leading orders

Let \(K\) be the coupling and \(l\) the factor that scales the interaction, often written \(\lambda\). The RPA blocks are the numbers \(A=D+lK\) and \(B=lK\), and the excitation energy is

\[
\Omega(l)=\sqrt{D(D+2lK)} .
\]

Two energies can be formed from it:

\[
f(l)=\frac{\Omega(l)-D}{2},\qquad
g(l)=\frac{\Omega(l)-A}{2}=f(l)-\frac{lK}{2}.
\]

The second is the plasmon formula. For \(D,K>0\),

\[
f(l)>0\ \ (l>0),\qquad f'(0)=\frac K2,
\]

\[
-\frac{(lK)^2}{4D}<g(l)<0\ \ (l>0),\qquad g'(0)=0,\qquad \frac{g(l)}{l^2}\to-\frac{K^2}{4D}\ \ (l\to0).
\]

The condition \(D>0\) says that the empty orbital lies above the occupied one. The condition \(K>0\) stands for the Coulomb self-repulsion of the transition density, with any spin factor absorbed into \(K\).

## Subtracting the trace of A in a correlation-energy routine

A direct-RPA code that works from excitation energies evaluates \(\tfrac12(\sum_n\Omega_n-\operatorname{Tr}A)\). For a single excitation this is \(g\). If the routine subtracts the sum of bare orbital-energy differences instead, it returns \(f\), which has the wrong sign and the wrong leading order.

A scaling run separates the two. Keep the orbital energies fixed, multiply the interaction by a small \(l\), and then halve \(l\). The correct energy falls by a factor approaching 4, the faulty one by a factor approaching 2. For a reference value, \(D=2\) and \(lK=3\) give \(\Omega=4\), \(A=5\), \(f=1\) and \(g=-\tfrac12\).

At weak coupling \(\Omega\) and \(A\) nearly cancel, so the subtraction loses digits. The closed form derived below avoids that subtraction in a one-excitation reference calculation.

## From the determinant to the second-order coefficient

The eigenvalues \(\omega\) of the RPA matrix satisfy

\[
\det\begin{pmatrix}A-\omega&B\\-B&-A-\omega\end{pmatrix}
=\omega^2-A^2+B^2=0 .
\]

Since \(A^2-B^2=(A-B)(A+B)=D(D+2lK)\), they are \(\pm\Omega\) whenever this product is nonnegative.

At \(l=0\) we have \(\Omega=D\), and the chain rule gives

\[
\Omega'(0)=\frac{2DK}{2\Omega(0)}=K .
\]

Hence \(f'(0)=K/2\). Because \(A\) also has slope \(K\), \(g'(0)=(K-K)/2=0\). For \(l>0\), \(\Omega^2-D^2=2DlK>0\), so \(\Omega>D\) and \(f>0\).

For the second order, use \(\Omega^2=D^2+2DlK\) to write

\[
(\Omega+D)^2=2D^2+2DlK+2D\Omega=2D(\Omega+A).
\]

Multiplying by \(g\) gives

\[
g\,(\Omega+D)^2=D(\Omega-A)(\Omega+A)=D(\Omega^2-A^2)=-D(lK)^2,
\]

and therefore

\[
g=-\frac{D(lK)^2}{(\Omega+D)^2}.
\]

This holds for \(D>0\) and \(D+2lK\ge0\), and it shows that \(g<0\) for \(l>0\). Dividing by \(l^2\) and letting \(\Omega\to D\) gives \(-DK^2/(2D)^2=-K^2/(4D)\). For \(l>0\), \(\Omega>D\) makes the denominator larger than \(4D^2\), so \(g>-(lK)^2/(4D)\): second order alone overestimates the size of this energy.

## The Lean source

```lean
import Mathlib

open Filter Topology

namespace PlasmonFormula

noncomputable section

/-- The RPA matrix of a single excitation with bare energy `D` and coupling `K` at
interaction strength `l`; its blocks are `A = D + l K` and `B = l K`. -/
def rpaMatrix (D K l : ℝ) : Matrix (Fin 2) (Fin 2) ℝ :=
  !![D + l * K, l * K; -(l * K), -(D + l * K)]

/-- The plasmon energy `Ω(l) = √(D (D + 2 l K))`, for `D (D + 2 l K) ≥ 0`. -/
def plasmon (D K l : ℝ) : ℝ := √(D * (D + 2 * l * K))

/-- Half the shift of the plasmon energy from the bare excitation energy, `(Ω - D) / 2`. -/
def bareShift (D K l : ℝ) : ℝ := (plasmon D K l - D) / 2

/-- The plasmon formula for the correlation energy, `(Ω - A) / 2` with `A = D + l K`. -/
def corrEnergy (D K l : ℝ) : ℝ := (plasmon D K l - (D + l * K)) / 2

/-- When `D (D + 2 l K) ≥ 0`, the real eigenvalues of the RPA matrix are exactly
the plasmon energy and its negative. -/
theorem rpa_eigenvalue_iff {D K l : ℝ} (h : 0 ≤ D * (D + 2 * l * K)) (ω : ℝ) :
    (rpaMatrix D K l - ω • (1 : Matrix (Fin 2) (Fin 2) ℝ)).det = 0 ↔
      ω = plasmon D K l ∨ ω = -plasmon D K l := by
  have hd : (rpaMatrix D K l - ω • (1 : Matrix (Fin 2) (Fin 2) ℝ)).det
      = ω ^ 2 - plasmon D K l ^ 2 := by
    rw [plasmon, Real.sq_sqrt h]
    simp [rpaMatrix, Matrix.det_fin_two]
    ring
  rw [hd, sub_eq_zero, sq_eq_sq_iff_eq_or_eq_neg]

/-- The plasmon formula is the bare shift minus `l K / 2`. -/
theorem corrEnergy_eq_bareShift_sub (D K l : ℝ) :
    corrEnergy D K l = bareShift D K l - l * K / 2 := by
  unfold corrEnergy bareShift
  ring

/-- For `D > 0` the plasmon energy equals `D` at `l = 0`, and its derivative with respect to `l`
there is `K`. -/
theorem plasmon_first_order {D : ℝ} (hD : 0 < D) (K : ℝ) :
    plasmon D K 0 = D ∧ HasDerivAt (plasmon D K) K 0 := by
  have hz : D * (D + 2 * 0 * K) = D ^ 2 := by ring
  have hs : √(D * (D + 2 * 0 * K)) = D := by rw [hz, Real.sqrt_sq hD.le]
  have h0 : D * (D + 2 * 0 * K) ≠ 0 := by
    rw [hz]
    positivity
  refine ⟨hs, ?_⟩
  -- differentiate the radicand, then the square root
  have h1 : HasDerivAt (fun x : ℝ => D * (D + 2 * x * K)) (D * (2 * K)) 0 := by
    have h := ((((hasDerivAt_id' (0 : ℝ)).const_mul 2).mul_const K).const_add D).const_mul D
    exact h.congr_deriv (by ring)
  have h2 : D * (2 * K) / (2 * √(D * (D + 2 * 0 * K))) = K := by
    rw [hs]
    field_simp
  exact (h1.sqrt h0).congr_deriv h2

/-- For `D, K > 0` the plasmon energy lies above the bare energy at every `l > 0`. -/
theorem lt_plasmon {D K l : ℝ} (hD : 0 < D) (hK : 0 < K) (hl : 0 < l) :
    D < plasmon D K l := by
  apply Real.lt_sqrt_of_sq_lt
  nlinarith [mul_pos hD (mul_pos hl hK)]

/-- For `D, K > 0` the bare shift is positive at every `l > 0`, and its derivative
at `l = 0` is `K / 2`. -/
theorem bareShift_spurious {D K : ℝ} (hD : 0 < D) (hK : 0 < K) :
    (∀ l, 0 < l → 0 < bareShift D K l) ∧ HasDerivAt (bareShift D K) (K / 2) 0 := by
  refine ⟨fun l hl => ?_, ((plasmon_first_order hD K).2.sub_const D).div_const 2⟩
  have h := lt_plasmon hD hK hl
  unfold bareShift
  linarith

/-- For `D > 0` and `D + 2 l K ≥ 0` the plasmon formula equals
`-D (l K)² / (Ω + D)²`. -/
theorem corrEnergy_closed_form {D K l : ℝ} (hD : 0 < D) (h : 0 ≤ D + 2 * l * K) :
    corrEnergy D K l = -(D * (l * K) ^ 2) / (plasmon D K l + D) ^ 2 := by
  have hw : 0 ≤ plasmon D K l := Real.sqrt_nonneg _
  have hs : plasmon D K l ^ 2 = D * (D + 2 * l * K) := Real.sq_sqrt (mul_nonneg hD.le h)
  have hp : 0 < plasmon D K l + D := by linarith
  rw [eq_div_iff (pow_pos hp 2).ne']
  unfold corrEnergy
  linear_combination ((plasmon D K l - (D + l * K)) / 2 + D) * hs

/-- For `D, K > 0` the plasmon formula is negative at every `l > 0`, has zero derivative
at `l = 0`, and divided by `l²` tends to `-K² / (4 D)` as `l → 0`. -/
theorem corrEnergy_weak_coupling {D K : ℝ} (hD : 0 < D) (hK : 0 < K) :
    (∀ l, 0 < l → corrEnergy D K l < 0) ∧
    HasDerivAt (corrEnergy D K) 0 0 ∧
    Tendsto (fun l => corrEnergy D K l / l ^ 2) (𝓝[≠] 0) (𝓝 (-K ^ 2 / (4 * D))) := by
  obtain ⟨h0, hd⟩ := plasmon_first_order hD K
  refine ⟨fun l hl => ?_, ?_, ?_⟩
  · -- the sign is visible in the closed form
    have hp : 0 < plasmon D K l + D := by linarith [lt_plasmon hD hK hl]
    rw [corrEnergy_closed_form hD (by positivity)]
    exact div_neg_of_neg_of_pos (neg_lt_zero.mpr (by positivity)) (pow_pos hp 2)
  · -- the slopes of `Ω` and of `A` cancel
    have hA : HasDerivAt (fun x : ℝ => D + x * K) K 0 :=
      (((hasDerivAt_id' (0 : ℝ)).mul_const K).const_add D).congr_deriv (one_mul K)
    exact ((hd.sub hA).div_const 2).congr_deriv (by ring)
  · -- divide the closed form by `l²` and use continuity of `Ω`
    have hp : Tendsto (plasmon D K) (𝓝 0) (𝓝 D) := by
      have h := hd.continuousAt.tendsto
      rwa [h0] at h
    have hc : Tendsto (fun l => -(D * K ^ 2) / (plasmon D K l + D) ^ 2) (𝓝 0)
        (𝓝 (-(D * K ^ 2) / (D + D) ^ 2)) :=
      tendsto_const_nhds.div ((hp.add_const D).pow 2) (by positivity)
    have hv : -(D * K ^ 2) / (D + D) ^ 2 = -K ^ 2 / (4 * D) := by
      rw [div_eq_div_iff (by positivity) (by positivity)]
      ring
    rw [hv] at hc
    have ho : IsOpen {l : ℝ | 0 < D + 2 * l * K} := isOpen_lt (by fun_prop) (by fun_prop)
    have hm : {l : ℝ | 0 < D + 2 * l * K} ∈ 𝓝 (0 : ℝ) := ho.mem_nhds (by simpa using hD)
    refine (hc.mono_left nhdsWithin_le_nhds).congr' ?_
    filter_upwards [mem_nhdsWithin_of_mem_nhds hm, self_mem_nhdsWithin] with l h1 h2
    have h1' : 0 < D + 2 * l * K := h1
    have hl : l ≠ 0 := h2
    have hw : 0 ≤ plasmon D K l := Real.sqrt_nonneg _
    have hq : (plasmon D K l + D) ^ 2 ≠ 0 := (pow_pos (by linarith) 2).ne'
    rw [corrEnergy_closed_form hD h1'.le, div_div,
      div_eq_div_iff hq (mul_ne_zero hq (pow_ne_zero 2 hl))]
    ring

/-- For `D, K > 0` and `l > 0` the plasmon formula lies strictly above its
second-order term `-(l K)² / (4 D)`. -/
theorem second_order_lt_corrEnergy {D K l : ℝ} (hD : 0 < D) (hK : 0 < K) (hl : 0 < l) :
    -(l * K) ^ 2 / (4 * D) < corrEnergy D K l := by
  have hw := lt_plasmon hD hK hl
  have hp : 0 < plasmon D K l + D := by linarith
  have hk : 0 < (l * K) ^ 2 := by positivity
  -- `Ω > D` makes the denominator of the closed form exceed `4 D²`
  have hgap : 0 < (plasmon D K l + D) ^ 2 - 4 * D ^ 2 := by nlinarith
  rw [corrEnergy_closed_form hD (by positivity),
    div_lt_div_iff₀ (by positivity) (pow_pos hp 2)]
  linarith [mul_pos hk hgap]

end

end PlasmonFormula
```

```lean
#print axioms PlasmonFormula.plasmon_first_order
#print axioms PlasmonFormula.bareShift_spurious
#print axioms PlasmonFormula.corrEnergy_weak_coupling
#print axioms PlasmonFormula.second_order_lt_corrEnergy
```

```
'PlasmonFormula.plasmon_first_order' depends on axioms: [propext, Classical.choice, Quot.sound]
'PlasmonFormula.bareShift_spurious' depends on axioms: [propext, Classical.choice, Quot.sound]
'PlasmonFormula.corrEnergy_weak_coupling' depends on axioms: [propext, Classical.choice, Quot.sound]
'PlasmonFormula.second_order_lt_corrEnergy' depends on axioms: [propext, Classical.choice, Quot.sound]
```

## Reading the theorems as RPA statements

All parameters are real numbers. `plasmon` is \(\Omega\), `bareShift` is \(f\) and `corrEnergy` is \(g\). The name `plasmon` refers to the single RPA excitation here, whether or not it is collective. `rpaMatrix` carries the minus signs of the lower row, so its ordinary eigenvalues are the RPA energies.

`rpa_eigenvalue_iff` says that a real \(\omega\) makes the characteristic determinant vanish exactly when it equals \(\Omega\) or \(-\Omega\), provided that the radicand is nonnegative. Its proof computes the \(2\times2\) determinant as \(\omega^2-\Omega^2\).

`plasmon_first_order` gives \(\Omega(0)=D\) and \(\Omega'(0)=K\). `HasDerivAt` states that the derivative exists and has the given value; the proof differentiates the radicand and then the root. `lt_plasmon` obtains \(D<\Omega\) by comparing squares. `bareShift_spurious` combines these two results into the statements about \(f\), while `corrEnergy_eq_bareShift_sub` records \(g=f-lK/2\).

`corrEnergy_weak_coupling` contains the sign, the zero slope and the limit for \(g\). The filter `𝓝[≠] 0` means that \(l\) approaches zero from either side without reaching it. The proof first finds the limit of the closed form with \(l^2\) already divided out. It then shows that this expression agrees with \(g/l^2\) at every nonzero \(l\) with \(D+2lK>0\), which includes all nonzero \(l\) close enough to zero. `second_order_lt_corrEnergy` is the lower bound, proved by comparing the denominators \((\Omega+D)^2\) and \(4D^2\).

## The square root as an unknown in `linear_combination`

The sign, the limit and the lower bound all rest on `corrEnergy_closed_form`. Once the denominator is cleared, its proof treats \(\Omega\) as an unknown about which one equation is known, `hs`: \(\Omega^2=D(D+2lK)\).

The tactic `linear_combination` takes a multiple of that equation and checks, as a polynomial identity, that the multiple accounts for the whole difference between the two sides of the goal. The multiplier is \((\Omega-A)/2+D\), and both parts can be read from the derivation. Rewriting \((\Omega+D)^2\) as \(2D(\Omega+A)\) uses the equation once, with the prefactor \((\Omega-A)/2\). Replacing \(\Omega^2-A^2\) by \(-(lK)^2\) uses it again, with the prefactor \(D\).

## An attractive coupling breaks the lower bound

The Coulomb self-repulsion in direct RPA with real orbitals does not give a negative \(K\), so the following numbers only test the hypothesis \(K>0\) of the theorem. Take \(D=1\), \(l=1\) and \(K=-\tfrac38\). Then \(D+2lK=\tfrac14\), so \(\Omega=\tfrac12\) is real, and \(A=\tfrac58\). The plasmon formula gives \(g=-\tfrac1{16}\), while the second-order term is \(-\tfrac9{256}\). Now \(g\) lies below the second-order term. A real excitation energy and a nonzero coupling are therefore not enough for the bound. The bare shift also changes sign, to \(f=-\tfrac14\).

## What is guaranteed for one excitation, and what is left open

The theorems settle the signs, slopes, limit and bound for one excitation with the same real coupling in \(A\) and \(B\), as in direct RPA with real orbitals. Several coupled excitations, where \(A\) and \(B\) are larger matrices, and exchange terms that make the two couplings differ would need separate proofs.

The step from this model to a real system is the identification of \((\Omega-A)/2\) with a correlation energy. In Lean that is a definition; it is not derived from a many-electron Hamiltonian.

Lean's real square root returns zero for a negative radicand, so beyond the instability, where \(D+2lK<0\), `plasmon` is no longer an RPA energy. The statements concern real numbers, and the rounding error of a floating-point implementation needs its own analysis.
